# How many independent samples resolve the average sign of closed matrix paths

A path simulation with signed weights reports an average sign of \(0.01\pm0.02\) after 2500 independent samples. The error bar hides even the sign of the answer, and an observable obtained by dividing by this average is in general unreliable. How much longer the run should be follows from a relation between the average sign and its sampling error. For a real matrix on finitely many states the relation is exact: if the true average is \(0.01\), a relative error of 10% takes about a million independent samples.

```lean
import Mathlib

open Matrix

noncomputable section

namespace SignProblem
```

## Signed paths and the distribution that samples them

A sum over sequences of \(n+1\) states can be split into a sum over the first state \(x\) and one over the remaining sequence \(q\):

\[ \sum_p F(p)=\sum_x\sum_q F(x,q). \]

The same identity serves below for sites along a path and for successive Monte Carlo draws.

```lean
/-- Summing over sequences of `n + 1` states is summing over the first state and the rest. -/
theorem sum_cons {Ω : Type*} [Fintype Ω] (n : ℕ) (F : (Fin (n + 1) → Ω) → ℝ) :
    ∑ p, F p = ∑ x, ∑ q : Fin n → Ω, F (Fin.cons (α := fun _ => Ω) x q) := by
  rw [← (Fin.consEquiv (fun _ => Ω)).sum_comp, Fintype.sum_prod_type]
  rfl
```

Let \(A\) be a real square matrix whose index set `ι` is the set of states. A closed path of \(k+1\) steps visits \(p_0,\dots,p_k\) and returns to \(p_0\). It is a function `Fin (k + 1) → ι`, with weight

\[ W_A(p)=\Big(\prod_{i=0}^{k-1}A_{p_i p_{i+1}}\Big)A_{p_k p_0}. \]

For \(k=0\) the product is empty and the weight is a diagonal entry.

```lean
variable {ι : Type*}

/-- Weight of the closed path `p 0 → p 1 → ... → p k → p 0`, which has `k + 1` steps. -/
def weight (A : Matrix ι ι ℝ) {k : ℕ} (p : Fin (k + 1) → ι) : ℝ :=
  (∏ i : Fin k, A (p i.castSucc) (p i.succ)) * A (p (Fin.last k)) (p 0)
```

Let \(|A|\) denote the entrywise modulus, \(|A|_{ij}=|A_{ij}|\), and not the operator \(\sqrt{A^{T}A}\).

```lean
/-- The matrix of the moduli of the entries. -/
def absMatrix (A : Matrix ι ι ℝ) : Matrix ι ι ℝ := A.map (fun x => |x|)
```

The modulus of a product is the product of the moduli, so \(|W_A(p)|=W_{|A|}(p)\).

```lean
/-- The modulus of a path weight is the path weight of the entrywise modulus. -/
theorem abs_weight (A : Matrix ι ι ℝ) {k : ℕ} (p : Fin (k + 1) → ι) :
    |weight A p| = weight (absMatrix A) p := by
  simp only [weight, absMatrix, abs_mul, Finset.abs_prod, Matrix.map_apply]
```

Signed weights are not probabilities, but their moduli can be normalised if at least one of them is nonzero:

\[ P(p)=\frac{|W_A(p)|}{\sum_q|W_A(q)|}. \]

```lean
variable [Fintype ι]

/-- Probability of drawing a closed path in proportion to the modulus of its weight;
meant for matrices with at least one closed path of nonzero weight. -/
def prob (A : Matrix ι ι ℝ) {k : ℕ} (p : Fin (k + 1) → ι) : ℝ :=
  |weight A p| / ∑ q : Fin (k + 1) → ι, |weight A q|
```

The average sign is defined as an expectation over this distribution; that it is a ratio of traces has to be derived.

\[ s=\sum_p P(p)\,\operatorname{sgn}W_A(p) \]

```lean
/-- Expected sign of the weight of a sampled closed path of `k + 1` steps. -/
def avgSign (A : Matrix ι ι ℝ) (k : ℕ) : ℝ :=
  ∑ p : Fin (k + 1) → ι, prob A p * Real.sign (weight A p)
```

For \(M\) independent draws \(X_m\), the joint probability is the product of the \(P(X_m)\). The mean square error of the sampled sign is

\[ \sum_X\Big(\prod_m P(X_m)\Big)\Big(\frac1M\sum_m\operatorname{sgn}W_A(X_m)-s\Big)^2. \]

The product encodes independence, so correlated Markov-chain samples are not covered.

```lean
/-- Mean square deviation of the average of `M` independently sampled signs from the
expected sign; meant for `M > 0`. -/
def meanSquareError (A : Matrix ι ι ℝ) (k M : ℕ) : ℝ :=
  ∑ X : Fin M → (Fin (k + 1) → ι), (∏ m, prob A (X m)) *
    ((∑ m, Real.sign (weight A (X m))) / M - avgSign A k) ^ 2
```

The relative error is the square root of this quantity divided by \(|s|\). It concerns the sign alone, not the ratio estimator of another observable.

```lean
/-- Root-mean-square error of the sampled sign relative to the modulus of the average sign;
meant for `M > 0` and a nonzero average sign. -/
def relError (A : Matrix ι ι ℝ) (k M : ℕ) : ℝ :=
  √(meanSquareError A k M) / |avgSign A k|
```

## Path sums as traces

For open paths of \(k\) steps and any function \(f\) of the two end points,

\[ \sum_p\Big(\prod_{i=0}^{k-1}A_{p_ip_{i+1}}\Big)f(p_0,p_k)=\sum_{i,j}(A^k)_{ij}f(i,j). \]

For \(k=0\) both sides are \(\sum_i f(i,i)\). For \(k+1\) steps, split off the first site \(x\) and absorb the first step into a new end-point function \(A_{xa}f(x,b)\). The induction hypothesis then gives

\[ \sum_{x,a,b}A_{xa}(A^k)_{ab}f(x,b)=\sum_{x,b}(A^{k+1})_{xb}f(x,b). \]

The induction keeps `f` general because it changes at each step.

```lean
/-- A sum over open paths of `k` steps, with any factor depending on the two end points,
is a sum over the entries of the `k`-th matrix power. -/
theorem sum_open_paths [DecidableEq ι] (A : Matrix ι ι ℝ) (k : ℕ) (f : ι → ι → ℝ) :
    ∑ p : Fin (k + 1) → ι, (∏ i : Fin k, A (p i.castSucc) (p i.succ)) *
      f (p 0) (p (Fin.last k)) = ∑ i, ∑ j, (A ^ k) i j * f i j := by
  induction k generalizing f with
  | zero =>
    rw [sum_cons]
    simp [Matrix.one_apply]
  | succ k ih =>
    rw [sum_cons]
    -- the first step is absorbed into the end-point factor
    calc _ = ∑ x, ∑ q : Fin (k + 1) → ι, (∏ i : Fin k, A (q i.castSucc) (q i.succ)) *
          (A x (q 0) * f x (q (Fin.last k))) := by
          refine Finset.sum_congr rfl fun x _ => Finset.sum_congr rfl fun q _ => ?_
          rw [Fin.prod_univ_succ]
          change A x (q 0) * (∏ i : Fin k, A (q i.castSucc) (q i.succ)) *
            f x (q (Fin.last k)) = _
          ring
      _ = ∑ x, ∑ a, ∑ b, (A ^ k) a b * (A x a * f x b) :=
          Finset.sum_congr rfl fun x _ => ih (fun a b => A x a * f x b)
      _ = _ := by
          refine Finset.sum_congr rfl fun x _ => ?_
          rw [Finset.sum_comm]
          refine Finset.sum_congr rfl fun b _ => ?_
          rw [pow_succ', Matrix.mul_apply, Finset.sum_mul]
          exact Finset.sum_congr rfl fun a _ => by ring
```

Choosing \(f(i,j)=A_{ji}\) closes the path:

\[ \sum_pW_A(p)=\sum_{i,j}(A^k)_{ij}A_{ji}=\operatorname{tr}A^{k+1}. \]

```lean
/-- The weights of all closed paths of `k + 1` steps sum to the trace of `A ^ (k + 1)`. -/
theorem sum_weight [DecidableEq ι] (A : Matrix ι ι ℝ) (k : ℕ) :
    ∑ p : Fin (k + 1) → ι, weight A p = Matrix.trace (A ^ (k + 1)) := by
  have h := sum_open_paths A k (fun i j => A j i)
  rw [pow_succ]
  simp only [weight, Matrix.trace, Matrix.diag_apply, Matrix.mul_apply]
  exact h
```

## Mean, variance and sampling error of the sign

Let \(g(x)\) be a quantity with mean zero and variance \(v\) under a normalised \(P\). For \(M\) independent draws and a constant \(c\),

\[ \Big\langle\Big(c+\sum_m g(X_m)\Big)^2\Big\rangle=c^2+Mv. \]

With no draws this is \(c^2\). To add one, split off the first draw \(x\) and apply the induction hypothesis with constant \(c+g(x)\):

\[ \sum_xP(x)\big[(c+g(x))^2+Mv\big]=c^2+(M+1)v. \]

The cross term vanishes because \(g\) is centred.

```lean
/-- For independent draws of a centred quantity `g` with variance `v`, the second moment of
a constant plus the sum of `M` draws is the constant squared plus `M * v`. -/
theorem sum_independent {Ω : Type*} [Fintype Ω] (P g : Ω → ℝ) (v : ℝ) (h1 : ∑ x, P x = 1)
    (h0 : ∑ x, P x * g x = 0) (hv : ∑ x, P x * g x ^ 2 = v) (M : ℕ) (c : ℝ) :
    ∑ X : Fin M → Ω, (∏ m, P (X m)) * (c + ∑ m, g (X m)) ^ 2 = c ^ 2 + M * v := by
  induction M generalizing c with
  | zero => simp
  | succ M ih =>
    rw [sum_cons]
    calc _ = ∑ x, P x * ∑ X : Fin M → Ω, (∏ m, P (X m)) *
          ((c + g x) + ∑ m, g (X m)) ^ 2 := by
          refine Finset.sum_congr rfl fun x _ => ?_
          rw [Finset.mul_sum]
          refine Finset.sum_congr rfl fun X _ => ?_
          rw [Fin.prod_univ_succ, Fin.sum_univ_succ]
          simp only [Fin.cons_zero, Fin.cons_succ]
          ring
      _ = ∑ x, ((c ^ 2 + M * v) * P x + 2 * c * (P x * g x) + P x * g x ^ 2) := by
          refine Finset.sum_congr rfl fun x _ => ?_
          rw [ih]
          ring
      _ = _ := by
          rw [Finset.sum_add_distrib, Finset.sum_add_distrib, ← Finset.mul_sum,
            ← Finset.mul_sum, h1, h0, hv]
          push_cast
          ring
```

Now assume \(Z=\operatorname{tr}|A|^{k+1}>0\), meaning that at least one closed path has nonzero weight. By the previous results \(Z=\sum_p|W_A(p)|\), so \(P\) sums to one. Since \(|w|\operatorname{sgn}w=w\),

\[ s=\frac{\operatorname{tr}A^{k+1}}{\operatorname{tr}|A|^{k+1}}. \]

Paths of zero weight are never drawn, and on all others the squared sign is one. Hence

\[ \sum_pP(p)(\operatorname{sgn}W_A(p)-s)^2=1-2s^2+s^2=1-s^2. \]

A variance is non-negative, so \(|s|\le1\). In the code `hsgn` and `hsq` are the two facts about signs, and `hvar` is the variance.

```lean
/-- If `tr |A| ^ (k + 1)` is positive, the sampling probabilities sum to one, the average sign
is the ratio of the traces for `A` and `|A|`, its modulus is at most one, and the variance of
the sign is one minus the square of its average. -/
theorem sign_statistics [DecidableEq ι] (A : Matrix ι ι ℝ) (k : ℕ)
    (h : 0 < Matrix.trace (absMatrix A ^ (k + 1))) :
    ∑ p : Fin (k + 1) → ι, prob A p = 1 ∧
    avgSign A k = Matrix.trace (A ^ (k + 1)) / Matrix.trace (absMatrix A ^ (k + 1)) ∧
    |avgSign A k| ≤ 1 ∧
    ∑ p : Fin (k + 1) → ι, prob A p * (Real.sign (weight A p) - avgSign A k) ^ 2
      = 1 - avgSign A k ^ 2 := by
  have hZ : ∑ p : Fin (k + 1) → ι, |weight A p| = Matrix.trace (absMatrix A ^ (k + 1)) := by
    simp only [abs_weight]
    exact sum_weight _ k
  have h1 : ∑ p : Fin (k + 1) → ι, prob A p = 1 := by
    simp only [prob]
    rw [← Finset.sum_div, hZ]
    exact div_self h.ne'
  have hsgn : ∀ x : ℝ, |x| * Real.sign x = x := by
    intro x
    rcases lt_trichotomy x 0 with hx | hx | hx
    · simp [Real.sign_of_neg hx, abs_of_neg hx]
    · simp [hx]
    · simp [Real.sign_of_pos hx, abs_of_pos hx]
  -- the squared sign is one on every path that can be drawn
  have hsq : ∀ p : Fin (k + 1) → ι, prob A p * Real.sign (weight A p) ^ 2 = prob A p := by
    intro p
    rcases lt_trichotomy (weight A p) 0 with hx | hx | hx
    · simp [Real.sign_of_neg hx]
    · simp [prob, hx]
    · simp [Real.sign_of_pos hx]
  have hvar : ∑ p : Fin (k + 1) → ι, prob A p *
      (Real.sign (weight A p) - avgSign A k) ^ 2 = 1 - avgSign A k ^ 2 := by
    have e : ∀ p : Fin (k + 1) → ι, prob A p * (Real.sign (weight A p) - avgSign A k) ^ 2 =
        prob A p - 2 * avgSign A k * (prob A p * Real.sign (weight A p))
          + avgSign A k ^ 2 * prob A p := fun p => by linear_combination hsq p
    rw [Finset.sum_congr rfl fun p _ => e p, Finset.sum_add_distrib, Finset.sum_sub_distrib,
      ← Finset.mul_sum, ← Finset.mul_sum, h1]
    change 1 - 2 * avgSign A k * avgSign A k + avgSign A k ^ 2 * 1 = _
    ring
  refine ⟨h1, ?_, ?_, hvar⟩
  · rw [← sum_weight A k, ← hZ, Finset.sum_div, avgSign]
    refine Finset.sum_congr rfl fun p _ => ?_
    rw [prob, div_mul_eq_mul_div, hsgn]
  · have h2 : 0 ≤ 1 - avgSign A k ^ 2 := by
      rw [← hvar]
      refine Finset.sum_nonneg fun p _ => mul_nonneg ?_ (sq_nonneg _)
      exact div_nonneg (abs_nonneg _) (Finset.sum_nonneg fun q _ => abs_nonneg _)
    exact abs_le.mpr ⟨by nlinarith, by nlinarith⟩
```

Positivity of the trace matters here. For \(A=\begin{pmatrix}0&1\\0&0\end{pmatrix}\) every closed path has weight zero and there is nothing to sample. Lean sets \(0/0=0\), so the "probabilities" sum to 0 instead of 1.

For \(M\ge1\), the deviation of the sample mean from \(s\) is \(1/M\) times the sum of the centred signs. The lemma on independent draws, with \(c=0\) and \(v=1-s^2\), gives the mean square error

\[ \frac{M(1-s^2)}{M^2}=\frac{1-s^2}{M}. \]

```lean
/-- If `tr |A| ^ (k + 1)` is positive, the mean of `M > 0` independent signs has mean square
error `(1 - s ^ 2) / M`, where `s` is the average sign. -/
theorem meanSquareError_eq [DecidableEq ι] (A : Matrix ι ι ℝ) (k M : ℕ)
    (h : 0 < Matrix.trace (absMatrix A ^ (k + 1))) (hM : 0 < M) :
    meanSquareError A k M = (1 - avgSign A k ^ 2) / M := by
  obtain ⟨h1, -, -, hv⟩ := sign_statistics A k h
  have hM' : (M : ℝ) ≠ 0 := by exact_mod_cast hM.ne'
  have h0 : ∑ p : Fin (k + 1) → ι,
      prob A p * (Real.sign (weight A p) - avgSign A k) = 0 := by
    simp only [mul_sub, Finset.sum_sub_distrib, ← Finset.sum_mul]
    rw [h1, one_mul]
    exact sub_self (avgSign A k)
  have key := sum_independent (fun p : Fin (k + 1) → ι => prob A p)
    (fun p => Real.sign (weight A p) - avgSign A k) _ h1 h0 hv M 0
  calc meanSquareError A k M = (∑ X : Fin M → (Fin (k + 1) → ι), (∏ m, prob A (X m)) *
        (0 + ∑ m, (Real.sign (weight A (X m)) - avgSign A k)) ^ 2) / (M : ℝ) ^ 2 := by
        rw [meanSquareError, Finset.sum_div]
        refine Finset.sum_congr rfl fun X _ => ?_
        have e : (∑ m, Real.sign (weight A (X m))) / M - avgSign A k =
            (0 + ∑ m, (Real.sign (weight A (X m)) - avgSign A k)) / M := by
          rw [zero_add, Finset.sum_sub_distrib, Finset.sum_const, Finset.card_univ,
            Fintype.card_fin, nsmul_eq_mul, sub_div, mul_div_cancel_left₀ _ hM']
        rw [e, div_pow, mul_div_assoc]
    _ = (0 ^ 2 + M * (1 - avgSign A k ^ 2)) / (M : ℝ) ^ 2 := by rw [key]
    _ = _ := by
        rw [zero_pow two_ne_zero, zero_add, pow_two (M : ℝ), mul_div_mul_left _ _ hM']
```

## The sample count

Write \(|s|=e^{-g}\), where \(g\) is now a number. This only requires \(s\ne0\). When \(\operatorname{tr}A^{k+1}\) and \(\operatorname{tr}|A|^{k+1}\) are both positive partition functions, \(g\) is their free-energy difference divided by \(k_BT\). For \(\varepsilon>0\) and \(M\ge1\),

\[ \frac{\sqrt{(1-e^{-2g})/M}}{e^{-g}}\le\varepsilon
\iff 1-e^{-2g}\le M\varepsilon^2e^{-2g}
\iff M\ge\frac{e^{2g}-1}{\varepsilon^2}. \]

The proof clears the denominators and cancels the positive factor \(e^{-2g}\). The equivalence makes the count both sufficient and necessary for this root-mean-square criterion.

```lean
/-- Let `tr |A| ^ (k + 1)` be positive and the average sign have modulus `exp (-g)`. Then
`M > 0` independent samples reach relative error `ε > 0` exactly when
`M ≥ (exp (2 g) - 1) / ε ^ 2`. -/
theorem samples_needed [DecidableEq ι] (A : Matrix ι ι ℝ) (k M : ℕ) {g ε : ℝ}
    (h : 0 < Matrix.trace (absMatrix A ^ (k + 1))) (hM : 0 < M) (hε : 0 < ε)
    (hs : |avgSign A k| = Real.exp (-g)) :
    relError A k M ≤ ε ↔ (Real.exp (2 * g) - 1) / ε ^ 2 ≤ M := by
  have hM' : (0 : ℝ) < M := by exact_mod_cast hM
  have hs2 : avgSign A k ^ 2 = Real.exp (-g) ^ 2 := by rw [← hs, sq_abs]
  have hE : Real.exp (2 * g) * Real.exp (-g) ^ 2 = 1 := by
    rw [pow_two, ← Real.exp_add, ← Real.exp_add,
      show 2 * g + (-g + -g) = 0 by ring, Real.exp_zero]
  have hpos : 0 < Real.exp (-g) ^ 2 := by positivity
  have e1 : 1 - Real.exp (-g) ^ 2 = (Real.exp (2 * g) - 1) * Real.exp (-g) ^ 2 := by
    linear_combination -hE
  rw [relError, meanSquareError_eq A k M h hM, hs, hs2, div_le_iff₀ (Real.exp_pos _),
    Real.sqrt_le_iff, and_iff_right (by positivity), div_le_iff₀ hM',
    div_le_iff₀ (by positivity : 0 < ε ^ 2), e1,
    show (ε * Real.exp (-g)) ^ 2 * M = (M * ε ^ 2) * Real.exp (-g) ^ 2 by ring]
  exact ⟨fun h' => le_of_mul_le_mul_right h' hpos,
    fun h' => mul_le_mul_of_nonneg_right h' hpos.le⟩
```

This bears on path-integral Monte Carlo in a finite basis with real matrix elements and independent samples: if, at a fixed time step, \(g\) grows linearly with the number of steps and so with the inverse temperature, the number of samples for a given relative error grows exponentially. Complex phases and the determinant weights of auxiliary-field methods are not treated.

## Two states with an exponentially small sign

One negative entry is enough to produce this growth. The matrix below is a mathematical toy and not a Boltzmann factor \(e^{-\tau H}\) with \(H\) real symmetric: its eigenvalues are \(\pm\sqrt2\), while those of such a factor are all positive.

```lean
/-- A two-state matrix with a single negative entry. -/
def twoState : Matrix (Fin 2) (Fin 2) ℝ := !![1, 1; 1, -1]
```

For \(A=\begin{pmatrix}1&1\\1&-1\end{pmatrix}\) we have \(A^2=2\cdot\mathbf 1\), while \(|A|^2=2|A|\). Let \(m\ge0\) now fix the path length \(2m+2\), which is \(k=2m+1\). Then

\[ \operatorname{tr}A^{2m+2}=2^{m+2},\qquad \operatorname{tr}|A|^{2m+2}=2^{2m+2},\qquad s=2^{-m}. \]

```lean
/-- For the two-state matrix, the `(2 m + 2)`-th power of the entrywise modulus has positive trace,
and the average sign of closed paths of `2 m + 2` steps is `1 / 2 ^ m`. -/
theorem avgSign_twoState (m : ℕ) :
    0 < Matrix.trace (absMatrix twoState ^ (2 * m + 1 + 1)) ∧
    avgSign twoState (2 * m + 1) = 1 / 2 ^ m := by
  have hA : twoState ^ 2 = (2 : ℝ) • (1 : Matrix (Fin 2) (Fin 2) ℝ) := by
    rw [pow_two]
    ext i j
    fin_cases i <;> fin_cases j <;>
      simp [twoState, Matrix.mul_apply, Fin.sum_univ_succ] <;> norm_num
  have hB : absMatrix twoState * absMatrix twoState = (2 : ℝ) • absMatrix twoState := by
    ext i j
    fin_cases i <;> fin_cases j <;>
      simp [absMatrix, twoState, Matrix.mul_apply, Fin.sum_univ_succ] <;> norm_num
  have hBpow : ∀ j : ℕ, absMatrix twoState ^ (j + 1) = (2 : ℝ) ^ j • absMatrix twoState := by
    intro j
    induction j with
    | zero => simp
    | succ j ih => rw [pow_succ, ih, smul_mul_assoc, hB, smul_smul, ← pow_succ]
  have htB : Matrix.trace (absMatrix twoState) = 2 := by
    norm_num [absMatrix, twoState, Matrix.trace_fin_two]
  have tB : Matrix.trace (absMatrix twoState ^ (2 * m + 1 + 1)) = 2 ^ (2 * m + 1) * 2 := by
    rw [hBpow, Matrix.trace_smul, htB, smul_eq_mul]
  have tA : Matrix.trace (twoState ^ (2 * m + 1 + 1)) = 2 ^ (m + 1) * 2 := by
    rw [show 2 * m + 1 + 1 = 2 * (m + 1) by ring, pow_mul, hA, smul_pow, one_pow,
      Matrix.trace_smul, Matrix.trace_one, Fintype.card_fin, smul_eq_mul]
    norm_num
  have hpos : 0 < Matrix.trace (absMatrix twoState ^ (2 * m + 1 + 1)) := by
    rw [tB]
    positivity
  refine ⟨hpos, ?_⟩
  rw [(sign_statistics twoState (2 * m + 1) hpos).2.1, tA, tB,
    div_eq_div_iff (by positivity) (by positivity)]
  ring
```

So \(g=m\ln2\) and \(e^{2g}=4^m\), and the condition becomes

\[ M\ge\frac{4^m-1}{\varepsilon^2}. \]

In the smallest case, \(m=0\), all four closed two-step paths have weight \(+1\). The sign is then always one, the bound is zero, and a single sample has no error. At \(m=1\) the average sign is \(1/2\) and the bound is already \(3/\varepsilon^2\).

```lean
/-- For the two-state matrix and closed paths of `2 m + 2` steps, `M > 0` independent samples
reach relative error `ε > 0` exactly when `M ≥ (4 ^ m - 1) / ε ^ 2`. -/
theorem samples_twoState (m M : ℕ) {ε : ℝ} (hM : 0 < M) (hε : 0 < ε) :
    relError twoState (2 * m + 1) M ≤ ε ↔ ((4 : ℝ) ^ m - 1) / ε ^ 2 ≤ M := by
  obtain ⟨hpos, hs⟩ := avgSign_twoState m
  have e : Real.exp (m * Real.log 2) = 2 ^ m := by
    rw [Real.exp_nat_mul, Real.exp_log two_pos]
  have e2 : Real.exp (2 * (m * Real.log 2)) = 4 ^ m := by
    rw [two_mul, Real.exp_add, e, ← mul_pow]
    norm_num
  have hg : |avgSign twoState (2 * m + 1)| = Real.exp (-(m * Real.log 2)) := by
    rw [hs, Real.exp_neg, e, abs_of_pos (by positivity), one_div]
  rw [samples_needed twoState (2 * m + 1) M hpos hM hε hg, e2]

end SignProblem
```

```lean
#print axioms SignProblem.samples_twoState
-- 'SignProblem.samples_twoState' depends on axioms: [propext, Classical.choice, Quot.sound]
```
